# An imaginary shift s > 0 limits the uncorrected second-order energy of a perturber with coupling v ≠ 0 to |v|²/(2s) in magnitude, reached only at energy denominators D = ±s

In second-order perturbation theory, a perturber state whose energy denominator $D$, its zeroth-order energy minus that of the reference, comes close to zero can ruin the total energy. For a normalized perturber state, the contribution is $-|v|^2/D$, where $v$ is its coupling to the reference, and for any fixed nonzero coupling, however small, it grows without bound in magnitude as $D$ approaches zero. Such a perturber is an intruder state. On a potential curve it shows up as a spike at the geometry where $D$ changes sign.

An imaginary shift removes the spike and leaves a smooth bump with two lobes, a maximum on one side of the crossing and a minimum on the other. Without the shape of that bump, the shift is easily misjudged. The shifted contribution vanishes at $D=0$, so a test at the crossing itself finds nothing wrong, while the contribution, if the energy is not afterwards corrected for the shift, is largest in magnitude a distance $s$ to either side. Reducing the shift to disturb the other perturbers less makes the bump higher and its centre steeper, at different rates.

## Height, position and slope of the bump

Let $v$ be complex, let $D$ be real, and let $s>0$ be the shift, in the same energy units as $D$. The regularized contribution is

$$f(D)=-\frac{|v|^2D}{D^2+s^2}.$$

For $v\neq0$:

- the minimum over all real $D$ is $-|v|^2/(2s)$, reached only at $D=s$;
- the maximum is $|v|^2/(2s)$, reached only at $D=-s$;
- the slope at the centre is $f'(0)=-|v|^2/s^2$.

Halving $s$ therefore doubles both extreme values and quadruples the central slope. For finitely many perturbers with couplings $v_k$ and a common shift, the sum of the contributions is at most $\sum_k|v_k|^2/(2s)$ in absolute value, whatever the denominators are.

## Uses in a CASPT2 energy routine

For CASPT2 with an imaginary shift, the result describes the uncorrected second-order energy of perturbers that do not couple to one another in the zeroth-order Hamiltonian. A routine that sums such terms can test each one against $|v_k|^2/(2s)$. A violation larger than rounding reveals a mistake, for example $D^2-s^2$ in the denominator, $|v_k|$ in place of $|v_k|^2$ when $|v_k|<1$, or a unit conversion that makes the shift too small. Not every mistake violates the bound: an overall sign error leaves the magnitude unchanged and passes. The points $D=\pm s$ and $D=0$ also make good test inputs, since the expected values there are simply $\mp|v|^2/(2s)$ and $0$.

The profile also shows what a smaller $s$ costs. If the denominator of one perturber with a fixed coupling runs from below $-s$ to above $s$ along a scan, its contribution swings by $|v|^2/s$ between the two extremes, over an interval of width $2s$ in $D$. A smaller shift makes the swing larger and packs it into a shorter stretch of the scan, which matters for gradients and for fitted surfaces.

## From the complex amplitude to two squares

The shift replaces $D$ by $D+is$ in the first-order amplitude, which becomes $-v/(D+is)$. The energy contribution is the real part of $\bar v$ times this amplitude:

$$\bar v\,\frac{-v}{D+is}=-\frac{|v|^2}{D+is}=-\frac{|v|^2(D-is)}{D^2+s^2}.$$

The real part is $f(D)$.

For the extreme values, put the distance from $f(D)$ to each of them over a common denominator:

$$f(D)+\frac{|v|^2}{2s}=\frac{|v|^2\,(D^2+s^2-2sD)}{2s(D^2+s^2)}=\frac{|v|^2(D-s)^2}{2s(D^2+s^2)},$$

$$\frac{|v|^2}{2s}-f(D)=\frac{|v|^2\,(D^2+s^2+2sD)}{2s(D^2+s^2)}=\frac{|v|^2(D+s)^2}{2s(D^2+s^2)}.$$

Both right-hand sides are nonnegative, which gives the two bounds. The first is zero at $D=s$ and the second at $D=-s$, so both bounds are attained. If $v\neq0$, they are zero nowhere else, which gives uniqueness.

The quotient rule gives the slope at every $D$:

$$f'(D)=\frac{-|v|^2(D^2+s^2)+2|v|^2D^2}{(D^2+s^2)^2}=\frac{|v|^2(D^2-s^2)}{(D^2+s^2)^2}.$$

At $D=0$ this is $-|v|^2s^2/s^4=-|v|^2/s^2$.

With $s/2$ in place of $s$, the height becomes $|v|^2/(2\cdot s/2)=2\cdot|v|^2/(2s)$ and the central slope becomes $-|v|^2/(s/2)^2=-4|v|^2/s^2$.

For several perturbers, the triangle inequality and the bound on each term give

$$\Bigl|\sum_k f_k(D_k)\Bigr|\le\sum_k|f_k(D_k)|\le\frac{1}{2s}\sum_k|v_k|^2,$$

where $f_k$ is $f$ with coupling $v_k$.

Without a shift there is no such bound. Given any real $M$ and $v\neq0$, take $D=|v|^2/(|M|+1)$, which is positive. The contribution is then $-(|M|+1)$, which lies below $-M$.

## The Lean file

```lean
import Mathlib

open ComplexConjugate

namespace ImaginaryShift

noncomputable section

/-- First-order amplitude of a perturber state with coupling `v` and energy denominator `D`,
when the denominator is shifted to `D + i s`; the domain is `D + i s ≠ 0`. -/
def amplitude (v : ℂ) (s D : ℝ) : ℂ := -v / ((D : ℂ) + (s : ℂ) * Complex.I)

/-- Second-order energy contribution of the perturber: the real part of the conjugate coupling
times the shifted amplitude, for `D + i s ≠ 0`. -/
def shiftedEnergy (v : ℂ) (s D : ℝ) : ℝ := (conj v * amplitude v s D).re

/-- The energy contribution with imaginary shift `s` is `-|v|² D / (D² + s²)`. At `D = s = 0`,
outside the physical domain, both sides are zero by Lean's convention for division by zero. -/
theorem shiftedEnergy_eq (v : ℂ) (s D : ℝ) :
    shiftedEnergy v s D = -(‖v‖ ^ 2 * D) / (D ^ 2 + s ^ 2) := by
  -- the two couplings combine to the real number `-|v|²`
  have h : conj v * amplitude v s D
      = ((-(‖v‖ ^ 2) : ℝ) : ℂ) / ((D : ℂ) + (s : ℂ) * Complex.I) := by
    unfold amplitude
    rw [← Complex.normSq_eq_norm_sq, Complex.ofReal_neg, ← Complex.mul_conj]
    ring
  have hn : Complex.normSq ((D : ℂ) + (s : ℂ) * Complex.I) = D ^ 2 + s ^ 2 := by
    rw [Complex.normSq_apply]
    simp only [Complex.add_re, Complex.add_im, Complex.mul_re, Complex.mul_im,
      Complex.ofReal_re, Complex.ofReal_im, Complex.I_re, Complex.I_im]
    ring
  unfold shiftedEnergy
  rw [h, Complex.div_re, hn]
  simp only [Complex.add_re, Complex.mul_re,
    Complex.ofReal_re, Complex.ofReal_im, Complex.I_re, Complex.I_im]
  ring

/-- Without a shift, a perturber with nonzero coupling can lower the energy beyond any bound
`-M` at some positive denominator. -/
theorem unshifted_unbounded {v : ℂ} (hv : v ≠ 0) (M : ℝ) :
    ∃ D : ℝ, 0 < D ∧ shiftedEnergy v 0 D < -M := by
  have hv' : 0 < ‖v‖ := norm_pos_iff.mpr hv
  have hm : |M| + 1 ≠ 0 := by positivity
  -- choose the denominator at which the energy is `-(|M| + 1)`
  obtain ⟨D, hD, hVD⟩ : ∃ D : ℝ, 0 < D ∧ ‖v‖ ^ 2 = (|M| + 1) * D :=
    ⟨‖v‖ ^ 2 / (|M| + 1), by positivity, by field_simp⟩
  refine ⟨D, hD, ?_⟩
  rw [shiftedEnergy_eq, hVD, div_lt_iff₀ (by positivity)]
  have h : 0 < (|M| + 1 - M) * D ^ 2 :=
    mul_pos (by linarith [le_abs_self M]) (by positivity)
  nlinarith [h]

/-- For a positive shift, the distances of the energy from `-|v|²/(2s)` and from `|v|²/(2s)`
are squares of `D - s` and `D + s` with nonnegative weights. -/
theorem energy_gaps (v : ℂ) {s : ℝ} (hs : 0 < s) (D : ℝ) :
    shiftedEnergy v s D + ‖v‖ ^ 2 / (2 * s)
        = ‖v‖ ^ 2 * (D - s) ^ 2 / (2 * s * (D ^ 2 + s ^ 2)) ∧
      ‖v‖ ^ 2 / (2 * s) - shiftedEnergy v s D
        = ‖v‖ ^ 2 * (D + s) ^ 2 / (2 * s * (D ^ 2 + s ^ 2)) := by
  have h1 : D ^ 2 + s ^ 2 ≠ 0 := by positivity
  have h2 : 2 * s ≠ 0 := by positivity
  rw [shiftedEnergy_eq]
  constructor
  · rw [div_add_div _ _ h1 h2, div_eq_div_iff (mul_ne_zero h1 h2) (mul_ne_zero h2 h1)]
    ring
  · rw [div_sub_div _ _ h2 h1, div_eq_div_iff (mul_ne_zero h2 h1) (mul_ne_zero h2 h1)]
    ring

/-- For a positive shift, the least and greatest energy contributions over all real
denominators are `-|v|²/(2s)` and `|v|²/(2s)`. -/
theorem energy_extrema (v : ℂ) {s : ℝ} (hs : 0 < s) :
    IsLeast (Set.range (shiftedEnergy v s)) (-(‖v‖ ^ 2 / (2 * s))) ∧
      IsGreatest (Set.range (shiftedEnergy v s)) (‖v‖ ^ 2 / (2 * s)) := by
  refine ⟨⟨⟨s, ?_⟩, ?_⟩, ⟨⟨-s, ?_⟩, ?_⟩⟩
  · have g := (energy_gaps v hs s).1
    rw [sub_self, zero_pow two_ne_zero, mul_zero, zero_div] at g
    linarith
  · rintro _ ⟨D, rfl⟩
    have g := (energy_gaps v hs D).1
    have h : 0 ≤ ‖v‖ ^ 2 * (D - s) ^ 2 / (2 * s * (D ^ 2 + s ^ 2)) := by positivity
    linarith
  · have g := (energy_gaps v hs (-s)).2
    rw [neg_add_cancel, zero_pow two_ne_zero, mul_zero, zero_div] at g
    linarith
  · rintro _ ⟨D, rfl⟩
    have g := (energy_gaps v hs D).2
    have h : 0 ≤ ‖v‖ ^ 2 * (D + s) ^ 2 / (2 * s * (D ^ 2 + s ^ 2)) := by positivity
    linarith

/-- For a positive shift, the slope of the energy contribution at denominator `D` is
`|v|² (D² - s²) / (D² + s²)²`. -/
theorem energy_slope (v : ℂ) {s : ℝ} (hs : 0 < s) (D : ℝ) :
    HasDerivAt (shiftedEnergy v s)
      (‖v‖ ^ 2 * (D ^ 2 - s ^ 2) / (D ^ 2 + s ^ 2) ^ 2) D := by
  have hf : shiftedEnergy v s = fun x => -(‖v‖ ^ 2 * x) / (x ^ 2 + s ^ 2) :=
    funext (shiftedEnergy_eq v s)
  have h1 : HasDerivAt (fun x : ℝ => -(‖v‖ ^ 2 * x)) (-(‖v‖ ^ 2)) D :=
    ((hasDerivAt_id' D).const_mul (‖v‖ ^ 2)).fun_neg.congr_deriv (by ring)
  have h2 : HasDerivAt (fun x : ℝ => x ^ 2 + s ^ 2) (2 * D) D :=
    ((hasDerivAt_pow 2 D).add_const (s ^ 2)).congr_deriv (by norm_num)
  have hne : D ^ 2 + s ^ 2 ≠ 0 := by positivity
  rw [hf]
  exact (h1.fun_div h2 hne).congr_deriv (by ring)

/-- For a positive shift, the slope of the energy contribution at zero denominator is
`-|v|²/s²`. -/
theorem central_slope (v : ℂ) {s : ℝ} (hs : 0 < s) :
    HasDerivAt (shiftedEnergy v s) (-(‖v‖ ^ 2 / s ^ 2)) 0 := by
  refine (energy_slope v hs 0).congr_deriv ?_
  rw [← neg_div, div_eq_div_iff (by positivity) (by positivity)]
  ring

/-- For nonzero coupling and positive shift, the energy contribution has minimum `-|v|²/(2s)`,
reached only at `D = s`, maximum `|v|²/(2s)`, reached only at `D = -s`, and slope `-|v|²/s²`
at `D = 0`. -/
theorem intruder_profile {v : ℂ} (hv : v ≠ 0) {s : ℝ} (hs : 0 < s) :
    (IsLeast (Set.range (shiftedEnergy v s)) (-(‖v‖ ^ 2 / (2 * s))) ∧
      ∀ D, shiftedEnergy v s D = -(‖v‖ ^ 2 / (2 * s)) ↔ D = s) ∧
    (IsGreatest (Set.range (shiftedEnergy v s)) (‖v‖ ^ 2 / (2 * s)) ∧
      ∀ D, shiftedEnergy v s D = ‖v‖ ^ 2 / (2 * s) ↔ D = -s) ∧
    HasDerivAt (shiftedEnergy v s) (-(‖v‖ ^ 2 / s ^ 2)) 0 := by
  have hV : ‖v‖ ^ 2 ≠ 0 := pow_ne_zero 2 (norm_ne_zero_iff.mpr hv)
  refine ⟨⟨(energy_extrema v hs).1, fun D => ⟨fun h => ?_, fun h => ?_⟩⟩,
    ⟨(energy_extrema v hs).2, fun D => ⟨fun h => ?_, fun h => ?_⟩⟩, central_slope v hs⟩
  · -- at the minimum the square `(D - s)²` vanishes
    have hne : 2 * s * (D ^ 2 + s ^ 2) ≠ 0 := by positivity
    have h0 : ‖v‖ ^ 2 * (D - s) ^ 2 / (2 * s * (D ^ 2 + s ^ 2)) = 0 := by
      rw [← (energy_gaps v hs D).1]
      linarith
    have h1 := (mul_eq_zero.mp ((div_eq_zero_iff.mp h0).resolve_right hne)).resolve_left hV
    have h2 : D - s = 0 := (pow_eq_zero_iff two_ne_zero).mp h1
    linarith
  · have g := (energy_gaps v hs D).1
    rw [h, sub_self, zero_pow two_ne_zero, mul_zero, zero_div] at g
    rw [h]
    linarith
  · -- at the maximum the square `(D + s)²` vanishes
    have hne : 2 * s * (D ^ 2 + s ^ 2) ≠ 0 := by positivity
    have h0 : ‖v‖ ^ 2 * (D + s) ^ 2 / (2 * s * (D ^ 2 + s ^ 2)) = 0 := by
      rw [← (energy_gaps v hs D).2]
      linarith
    have h1 := (mul_eq_zero.mp ((div_eq_zero_iff.mp h0).resolve_right hne)).resolve_left hV
    have h2 : D + s = 0 := (pow_eq_zero_iff two_ne_zero).mp h1
    linarith
  · have g := (energy_gaps v hs D).2
    rw [h, neg_add_cancel, zero_pow two_ne_zero, mul_zero, zero_div] at g
    rw [h]
    linarith

/-- Halving a positive shift `s` doubles the minimum `-|v|²/(2s)` and the maximum `|v|²/(2s)`
of the energy contribution and quadruples its slope `-|v|²/s²` at zero denominator. -/
theorem halving_shift (v : ℂ) {s : ℝ} (hs : 0 < s) :
    IsLeast (Set.range (shiftedEnergy v (s / 2))) (2 * -(‖v‖ ^ 2 / (2 * s))) ∧
    IsGreatest (Set.range (shiftedEnergy v (s / 2))) (2 * (‖v‖ ^ 2 / (2 * s))) ∧
    HasDerivAt (shiftedEnergy v (s / 2)) (4 * -(‖v‖ ^ 2 / s ^ 2)) 0 := by
  have h := energy_extrema v (half_pos hs)
  have e1 : -(‖v‖ ^ 2 / (2 * (s / 2))) = 2 * -(‖v‖ ^ 2 / (2 * s)) := by ring
  have e2 : ‖v‖ ^ 2 / (2 * (s / 2)) = 2 * (‖v‖ ^ 2 / (2 * s)) := by ring
  refine ⟨?_, ?_, (central_slope v (half_pos hs)).congr_deriv (by ring)⟩
  · rw [← e1]
    exact h.1
  · rw [← e2]
    exact h.2

/-- For a positive shift, the total contribution of finitely many perturbers is at most
`(∑ |v_k|²)/(2s)` in absolute value, for any real denominators. -/
theorem total_energy_bound {ι : Type*} (t : Finset ι) (v : ι → ℂ) (D : ι → ℝ)
    {s : ℝ} (hs : 0 < s) :
    |∑ k ∈ t, shiftedEnergy (v k) s (D k)| ≤ (∑ k ∈ t, ‖v k‖ ^ 2) / (2 * s) := by
  rw [Finset.sum_div]
  refine (Finset.abs_sum_le_sum_abs _ _).trans (Finset.sum_le_sum fun k _ => ?_)
  have h := energy_extrema (v k) hs
  exact abs_le.mpr ⟨h.1.2 (Set.mem_range_self (D k)), h.2.2 (Set.mem_range_self (D k))⟩

end

end ImaginaryShift
```

```lean
#print axioms ImaginaryShift.shiftedEnergy_eq
-- 'ImaginaryShift.shiftedEnergy_eq' depends on axioms: [propext, Classical.choice, Quot.sound]
#print axioms ImaginaryShift.intruder_profile
-- 'ImaginaryShift.intruder_profile' depends on axioms: [propext, Classical.choice, Quot.sound]
#print axioms ImaginaryShift.halving_shift
-- 'ImaginaryShift.halving_shift' depends on axioms: [propext, Classical.choice, Quot.sound]
#print axioms ImaginaryShift.total_energy_bound
-- 'ImaginaryShift.total_energy_bound' depends on axioms: [propext, Classical.choice, Quot.sound]
```

## Reading the statements

`amplitude v s D` is the shifted first-order amplitude, and `shiftedEnergy v s D` is the real part of the conjugate coupling times that amplitude. The closed formula is thus a theorem, `shiftedEnergy_eq`, and not a definition. It carries no hypothesis on `s` or `D`; at $s=D=0$ it holds only because Lean sets division by zero to zero, and that point has no physical meaning.

The sign convention is that $D$ is the perturber's zeroth-order energy minus that of the reference, so an ordinary perturber has $D>0$ and lowers the energy. The coupling is taken with a normalized perturber state, and `‖v‖` is its modulus.

`Set.range (shiftedEnergy v s)` is the set of all contributions as $D$ runs over the real line. `IsLeast` says that a number belongs to this set and is a lower bound for it, so it expresses an attained minimum; `IsGreatest` does the same for the maximum. In `intruder_profile`, the two equivalences ending in `D = s` and `D = -s` say that each extreme value is reached at that denominator and at no other. `HasDerivAt` states that the derivative exists and equals the given number.

In `total_energy_bound`, `t` is a finite set of perturber labels, each with its own coupling and denominator, and all share one shift.

## How the lemmas follow the algebra

`shiftedEnergy_eq` first combines the two couplings into the real number $-|v|^2$, then computes the squared modulus of $D+is$ and takes the real part of the quotient. `unshifted_unbounded` uses the denominator chosen above, clears the fraction and leaves the inequality to `nlinarith`.

`energy_gaps` contains the two square identities. Its proof puts the fractions over a common denominator, cross-multiplies and lets `ring` compare the polynomials. `energy_extrema` evaluates these identities at $D=s$ and $D=-s$ to show that the extreme values are attained, and obtains the bounds from the nonnegative right-hand sides, which `positivity` recognizes.

For uniqueness, `intruder_profile` runs the same identities backwards. If the contribution equals the minimum, the first gap is zero. Its denominator is nonzero and so is $|v|^2$, hence $(D-s)^2=0$ and $D=s$. The maximum is treated in the same way with $(D+s)^2$.

`energy_slope` is the quotient rule, and `central_slope` sets $D=0$ in it. `halving_shift` applies the earlier results at `s / 2` and rewrites the constants. `total_energy_bound` is the triangle inequality followed by the bound on each term.

## Decoupled perturbers and the sign of the shift

The theorems treat each perturber as a separate scalar problem with a real denominator. In a CASPT2 calculation the zeroth-order Hamiltonian generally couples the perturber functions, so the bound applies after a transformation to orthonormal states in which it is diagonal, with the $v_k$ taken in that basis. This requires the shift to enter as $is$ times the identity. If a code instead replaces only the diagonal elements $D$ by $D+s^2/D$ and leaves the couplings between the functions unchanged, the bound can fail. The slope is the derivative with respect to $D$ at fixed $v$ and $s$; along a molecular coordinate the coupling changes too and adds its own term. Nothing is said about how close the shifted energy is to a converged correlation energy, or about which $s$ is a good choice. The theorems concern real numbers, so a test in floating point needs a tolerance for rounding.

The condition $v\neq0$ is needed for uniqueness. If $v=0$, the contribution is zero for every $D$, so with $s=1$ the minimum is reached at $D=2$ as well as at $D=1$. The bounds and the slope hold for $v=0$ too, which is why `energy_extrema` and `central_slope` do not ask for a nonzero coupling.

The sign of $s$ matters for the labels. With $v=1$ and $s=-1$, the expression $-|v|^2/(2s)$ equals $1/2$, which is not the minimum, since $f(0)=0$. The function itself contains only $s^2$, so a code that accepts negative shifts should use $|s|$ in the bound.

## The profile after a level-shift correction

The energy could also have been modelled with a correction for the shift. Keep only the part of the amplitude in phase with the coupling, $c=-vD/(D^2+s^2)$, and insert it into the unshifted second-order functional $2\,\mathrm{Re}(\bar v c)+D|c|^2$. The contribution becomes

$$-\frac{|v|^2D\,(D^2+2s^2)}{(D^2+s^2)^2}.$$

This is closer to $-|v|^2/D$ when $|D|$ is large compared with $s$, but its bump is higher: the extremes move inwards to $|D|\approx0.75\,s$, their magnitude rises to about $0.79\,|v|^2/s$, and the central slope doubles to $-2|v|^2/s^2$. A code that reports corrected energies should therefore not test them against $|v|^2/(2s)$; that limit belongs to the uncorrected expression in the Lean file. Halving $s$ still doubles the height and quadruples the central slope, because both forms are $|v|^2/s$ times a function of $D/s$ alone.
